# Ryser's formula for the permanent

Evaluated from its definition, the permanent of a 20 by 20 matrix is a sum of 20! ≈ 2.4 × 10¹⁸ products. The determinant has just as many terms, but row elimination avoids them. That route is closed here, because adding a multiple of one row to another generally changes a permanent. The cost matters in simulating non-interacting, indistinguishable bosons in a linear network, whose transition amplitudes between states with definite occupation numbers are, up to normalisation, permanents of matrices of single-particle amplitudes.

Ryser's formula replaces the sum over permutations by a sum over sets of columns. For a square matrix A with N columns,

    perm A = (−1)^N ∑_S (−1)^|S| ∏_i ∑_{j∈S} A(i,j),

where S runs over all subsets of the columns, |S| is the number of columns in S, and i runs over the rows. For N = 20 there are 2²⁰, about a million, subsets, each contributing one product of 20 row sums.

## Setting

The entries of A lie in a commutative ring `R`, which may be the complex numbers, the integers or a ring of polynomials. Rows and columns are labelled by finite types. In the rectangular case the row labels form `m` and the column labels form `n`; in the square case both are `n`. Since `n` is a set of labels and not a number, its size is written `Fintype.card n` in Lean and N in the prose. The number of rows is M.

```lean
import Mathlib

open Finset

namespace RyserPermanent

variable {m n R : Type*} [Fintype m] [Fintype n] [DecidableEq n] [CommRing R]
```

## The signed sum over supersets

Fix a set T of columns and add the signs (−1)^|S| over all S that contain T. To evaluate the sum, attach to each column j the binomial −1 + b(j), where b(j) = 1 if j is outside T and b(j) = 0 if j is in T. Expanding the product means choosing −1 for the columns in some set S and b(j) for the others:

    ∏_j (−1 + b(j)) = ∑_S (−1)^|S| ∏_{j∉S} b(j).

The last product is 1 if every column outside S is also outside T, that is, if T ⊆ S. Otherwise it is 0. The right side is therefore the sum we want. On the left, each column in T gives a factor −1 and each column outside T gives a factor 0, so

    ∑_{S⊇T} (−1)^|S| = (−1)^N if T contains all columns, and 0 otherwise.

```lean
/-- The signed sum over all column sets `S` containing a fixed set `T` vanishes unless `T`
is the set of all columns. -/
theorem alternating_sum_supersets (T : Finset n) :
    ∑ S : Finset n, (if T ⊆ S then (-1 : R) ^ S.card else 0)
      = if T = univ then (-1 : R) ^ Fintype.card n else 0 := by
  -- expand the product over columns of (-1 + [j ∉ T])
  have h := Finset.prod_add (fun _ : n => (-1 : R))
    (fun j => if j ∉ T then (1 : R) else 0) univ
  have hl : ∏ j : n, ((-1 : R) + if j ∉ T then (1 : R) else 0)
      = if T = univ then (-1 : R) ^ Fintype.card n else 0 := by
    split_ifs with hT
    · subst hT
      simp
    · obtain ⟨a, ha⟩ : ∃ a, a ∉ T := by
        by_contra hc
        exact hT (Finset.eq_univ_iff_forall.2 fun a => by
          by_contra ha
          exact hc ⟨a, ha⟩)
      exact Finset.prod_eq_zero (Finset.mem_univ a) (by simp [ha])
  refine Eq.trans ?_ (h.symm.trans hl)
  rw [Finset.powerset_univ]
  refine Finset.sum_congr rfl fun S _ => ?_
  by_cases hS : T ⊆ S
  · have h1 : ∏ j ∈ univ \ S, (if j ∉ T then (1 : R) else 0) = 1 := by
      refine Finset.prod_eq_one fun j hj => ?_
      exact if_pos fun hjT => (Finset.mem_sdiff.1 hj).2 (hS hjT)
    rw [if_pos hS, h1, mul_one, Finset.prod_const]
  · obtain ⟨a, haT, haS⟩ := Finset.not_subset.1 hS
    have h0 : ∏ j ∈ univ \ S, (if j ∉ T then (1 : R) else 0) = 0 :=
      Finset.prod_eq_zero (i := a) (by simp [haS]) (by simp [haT])
    rw [if_neg hS, h0, mul_zero]
```

The `if T ⊆ S` in the statement restricts the sum to supersets of T, and `univ` is the set of all columns. In the proof, `Finset.prod_add` is the binomial expansion, `hl` evaluates the left side, and the final case split on `T ⊆ S` identifies the terms on the right.

## Only surjective assignments survive

Now let A have M rows and N columns. Multiplying out the row sums means choosing one column f(i) from S for each row i:

    ∏_i ∑_{j∈S} A(i,j) = ∑_{f with image in S} ∏_i A(i,f(i)).

Multiply by (−1)^|S|, sum over S and exchange the two sums:

    ∑_S (−1)^|S| ∏_i ∑_{j∈S} A(i,j) = ∑_f [ ∑_{S ⊇ image f} (−1)^|S| ] ∏_i A(i,f(i)).

The bracket is the sum just evaluated, with T the image of f. It equals (−1)^N if f uses every column and vanishes otherwise. Hence

    ∑_S (−1)^|S| ∏_i ∑_{j∈S} A(i,j) = (−1)^N ∑_{f surjective} ∏_i A(i,f(i)).

```lean
/-- For a rectangular matrix, the alternating sum of products of row sums retains exactly the
assignments of rows to columns in which every column is used: it equals
`(-1) ^ Fintype.card n` times the sum of `∏ i, A i (f i)` over surjective `f`. -/
theorem alternating_sum_eq_surjective [DecidableEq m] (A : Matrix m n R) :
    ∑ S : Finset n, (-1) ^ S.card * ∏ i, ∑ j ∈ S, A i j
      = (-1) ^ Fintype.card n *
        ∑ f : m → n with Function.Surjective f, ∏ i, A i (f i) := by
  -- expand each product of row sums over assignments with values in S
  have hS : ∀ S : Finset n, (-1) ^ S.card * ∏ i, ∑ j ∈ S, A i j
      = ∑ f : m → n, (if univ.image f ⊆ S then (-1 : R) ^ S.card else 0)
          * ∏ i, A i (f i) := by
    intro S
    have hp : Fintype.piFinset (fun _ : m => S)
        = univ.filter (fun f : m → n => univ.image f ⊆ S) := by
      ext f
      simp [Fintype.mem_piFinset, Finset.image_subset_iff]
    have he : ∏ i, ∑ j ∈ S, A i j
        = ∑ f ∈ Fintype.piFinset (fun _ : m => S), ∏ i, A i (f i) := by
      apply Finset.prod_univ_sum
    rw [he, Finset.mul_sum, hp, Finset.sum_filter]
    refine Finset.sum_congr rfl fun f _ => ?_
    split_ifs <;> simp
  -- exchange the sums; the sum over S removes every non-surjective assignment
  rw [Finset.sum_congr rfl fun S _ => hS S, Finset.sum_comm, Finset.mul_sum,
    Finset.sum_filter]
  refine Finset.sum_congr rfl fun f _ => ?_
  rw [← Finset.sum_mul, alternating_sum_supersets]
  have hf : univ.image f = univ ↔ Function.Surjective f := by
    rw [Finset.eq_univ_iff_forall]
    simp only [Finset.mem_image, Finset.mem_univ, true_and]
    exact Iff.rfl
  by_cases h : Function.Surjective f
  · rw [if_pos (hf.2 h), if_pos h]
  · rw [if_neg (fun h' => h (hf.1 h')), if_neg h, zero_mul]
```

Here `f : m → n` is an assignment of rows to columns, and `univ.image f` is the set of columns it uses. The intermediate statement `hS` is the expansion for one fixed S, obtained from `Finset.prod_univ_sum`. The exchange is `Finset.sum_comm`, after which `alternating_sum_supersets` evaluates the bracket. The statement `hf` translates "the image is everything" into "f is surjective".

## Fewer rows than columns

If M < N, no assignment of rows to columns can use every column. The surjective sum is empty, so

    ∑_S (−1)^|S| ∏_i ∑_{j∈S} A(i,j) = 0   for M < N.

With no rows and one column, for example, both row products are empty and equal 1, and the two subsets give 1 − 1 = 0.

```lean
/-- With fewer rows than columns the alternating sum of products of row sums is zero. -/
theorem alternating_sum_eq_zero [DecidableEq m] (A : Matrix m n R)
    (h : Fintype.card m < Fintype.card n) :
    ∑ S : Finset n, (-1) ^ S.card * ∏ i, ∑ j ∈ S, A i j = 0 := by
  rw [alternating_sum_eq_surjective, Finset.sum_eq_zero, mul_zero]
  intro f hf
  exact absurd (Fintype.card_le_of_surjective f (Finset.mem_filter.1 hf).2)
    (not_le_of_gt h)
```

The hypothesis `h` is the inequality M < N. The proof assumes a surjective f and contradicts `h` with `Fintype.card_le_of_surjective`.

## The square case gives the permanent

Mathlib's permanent permutes the row index:

    perm A = ∑_σ ∏_i A(σ(i),i),

with σ running over all permutations of the labels. Setting k = σ(i) in each product gives

    ∏_i A(σ(i),i) = ∏_k A(k,σ⁻¹(k)).

Each permutation therefore contributes the term of the assignment f = σ⁻¹. Every surjective map from a finite set to itself is a permutation, so each surjective f arises exactly once, and

    perm A = ∑_{f surjective} ∏_i A(i,f(i)).

```lean
/-- The permanent is the sum over all assignments of rows to columns that use every column. -/
theorem permanent_eq_sum_surjective (A : Matrix n n R) :
    A.permanent = ∑ f : n → n with Function.Surjective f, ∏ i, A i (f i) := by
  unfold Matrix.permanent
  refine Finset.sum_bij (fun σ _ => (σ.symm : n → n)) ?_ ?_ ?_ ?_
  · intro σ _
    exact Finset.mem_filter.2 ⟨Finset.mem_univ _, σ.symm.surjective⟩
  · intro σ _ τ _ h
    have h' : σ.symm = τ.symm := DFunLike.coe_injective h
    simpa using congrArg Equiv.symm h'
  · -- on a finite set a surjection is a permutation
    intro f hf
    have hs := (Finset.mem_filter.1 hf).2
    have hb : Function.Bijective f := ⟨Finite.injective_iff_surjective.2 hs, hs⟩
    exact ⟨(Equiv.ofBijective f hb).symm, Finset.mem_univ _, rfl⟩
  · intro σ _
    exact Fintype.prod_equiv σ _ _ (fun i => by simp)
```

`Finset.sum_bij` asks for four things: that σ⁻¹ (`σ.symm`) is surjective, that different σ give different assignments, that every surjective assignment is reached, and that corresponding products agree. The third uses `Finite.injective_iff_surjective`.

## Ryser's formula

Multiply the surjective identity for a square matrix by (−1)^N. The two global signs cancel, since (−1)^N (−1)^N = 1, and the surjective sum is the permanent. This is the formula stated at the start.

```lean
/-- **Ryser's formula**: the permanent is a signed sum, over column subsets, of products of
row sums restricted to the subset. -/
theorem ryser_formula (A : Matrix n n R) :
    A.permanent = (-1) ^ Fintype.card n *
      ∑ S : Finset n, (-1) ^ S.card * ∏ i, ∑ j ∈ S, A i j := by
  rw [alternating_sum_eq_surjective, ← permanent_eq_sum_surjective, ← mul_assoc, ← mul_pow]
  simp
```

The type `Matrix n n R` makes the matrix square, with rows and columns sharing their labels; nothing else is assumed of A. The rewriting follows the derivation, and `simp` removes the squared sign.

Take the matrix with rows (1, 2) and (3, 4). Its permanent is 1·4 + 2·3 = 10. In Ryser's formula the global sign is +1 and the subsets contribute

    ∅: 0,   {1}: −(1·3) = −3,   {2}: −(2·4) = −8,   {1,2}: +(3·7) = 21,

which add up to 10.

The smallest case is the matrix with no rows and no columns. Its permanent is 1, from the single empty permutation. On the other side only S = ∅ occurs, with sign 1 and an empty product equal to 1.

## Counting deleted columns instead

The global sign can be absorbed by labelling each term with the columns left out. Write Sᶜ for the complement of S. Since N = |S| + |Sᶜ|,

    (−1)^N (−1)^|S| = (−1)^|Sᶜ| (−1)^(2|S|) = (−1)^|Sᶜ|.

Taking complements permutes the subsets, so Sᶜ may be renamed S:

    perm A = ∑_S (−1)^|S| ∏_i ∑_{j∉S} A(i,j).

```lean
/-- Ryser's formula in terms of deleted columns: the sign is fixed by the number of columns
left out of the row sums. -/
theorem ryser_formula_deleted (A : Matrix n n R) :
    A.permanent = ∑ S : Finset n, (-1) ^ S.card * ∏ i, ∑ j ∈ Sᶜ, A i j := by
  rw [ryser_formula, Finset.mul_sum]
  refine Fintype.sum_bijective compl compl_bijective _ _ fun S => ?_
  have hs : (-1 : R) ^ S.card * (-1) ^ S.card = 1 := by
    rw [← mul_pow]
    simp
  rw [compl_compl, ← Finset.card_add_card_compl S, pow_add]
  linear_combination ((-1 : R) ^ (Sᶜ).card * ∏ i, ∑ j ∈ S, A i j) * hs
```

`Fintype.sum_bijective` with `compl` performs the renaming. The statement `hs` says that (−1)^|S| squares to 1, and `linear_combination` uses it to match the terms.

## Bosons in different orbitals

Let φⱼ be orbitals, one for each label j, and let xᵢ be the coordinates of N particles carrying the same labels. The unnormalised bosonic product is

    Φ(x) = ∑_σ ∏_i φ_i(x_σ(i)).

```lean
/-- The unnormalised bosonic product of the orbitals `φ`, evaluated at the particle
coordinates `x`: the sum over all permutations of the coordinates among the orbitals. -/
def symmetrizedProduct {X : Type*} (φ : n → X → R) (x : n → X) : R :=
  ∑ σ : Equiv.Perm n, ∏ i, φ i (x (σ i))
```

An orbital is a function from a configuration space `X` to `R`. For ordinary wavefunctions `R` is the complex numbers, and a point of `X` may include spin. The orbitals need not be orthogonal, or even different. For orthonormal orbitals the normalised state is Φ/√(N!); if orthonormal orbitals are repeated with occupations nₖ, it is Φ/√(N! ∏ₖ nₖ!).

Now put A(i,j) = φⱼ(xᵢ), with particles as rows and orbitals as columns. In the convention above, perm A is exactly Φ(x). The row sum over S is the value at xᵢ of one combined orbital,

    χ_S = ∑_{j∈S} φ_j,

so Ryser's formula becomes

    Φ(x) = (−1)^N ∑_S (−1)^|S| ∏_i χ_S(x_i).

Each non-zero term is a condensate product, with all N particles in the same orbital. For two particles and orbitals a and b this reads

    a(x₁)b(x₂) + a(x₂)b(x₁) = (a+b)(x₁)(a+b)(x₂) − a(x₁)a(x₂) − b(x₁)b(x₂).

```lean
/-- A symmetrised product of orbitals is a signed sum of condensate products, in each of which
all particles occupy the same orbital `∑ j ∈ S, φ j`. -/
theorem symmetrizedProduct_eq_condensates {X : Type*} (φ : n → X → R) (x : n → X) :
    symmetrizedProduct φ x = (-1) ^ Fintype.card n *
      ∑ S : Finset n, (-1) ^ S.card * ∏ i, (∑ j ∈ S, φ j) (x i) := by
  have h := ryser_formula (Matrix.of fun i j => φ j (x i))
  simp only [Matrix.permanent, Matrix.of_apply] at h
  simp only [symmetrizedProduct, Finset.sum_apply]
  exact h
```

The proof applies `ryser_formula` to this matrix and unfolds the definitions; `Finset.sum_apply` says that a sum of functions is evaluated term by term. The condensate products are unnormalised too. For orthonormal φⱼ the orbital χ_S has norm √|S|, so for nonempty S the normalised condensate is |S|^(−N/2) ∏ᵢ χ_S(xᵢ). The identity holds at each configuration x and involves no Hamiltonian or dynamics.

One could instead have modelled the state with creation operators c†ⱼ acting on the vacuum. Bosonic creation operators commute, so the corresponding identity is

    N! ∏_j c†_j = (−1)^N ∑_S (−1)^|S| (∑_{j∈S} c†_j)^N.

Applied to the vacuum, this would relate state vectors without choosing coordinates, and the inner product of Fock space would make norms part of the model. The factor N! appears because all rows of the corresponding matrix are equal. The coordinate version needs only functions and a commutative ring.

## Counting permutations

Finally, let every entry of an N by N matrix be 1. Each of the N! permutations contributes 1, so the permanent is N!. Each row sum over S is |S|, and the product over the N rows is |S|^N. There are C(N,k) subsets of size k, where C(N,k) is the binomial coefficient, so grouping the subsets by size gives

    N! = (−1)^N ∑_{k=0}^{N} (−1)^k C(N,k) k^N.

For N = 3 the right side is −(−3 + 24 − 27) = 6. For N = 0 the only term contains 0⁰, which is 1 by convention here, and the result is 0! = 1.

```lean
/-- The factorial as an alternating binomial sum, in the integers: `N!` equals `(-1) ^ N`
times the sum over `k` from `0` to `N` of `(-1) ^ k * C(N, k) * k ^ N`. -/
theorem factorial_eq_alternating_sum (N : ℕ) :
    (N.factorial : ℤ) = (-1) ^ N *
      ∑ k ∈ range (N + 1), (-1) ^ k * (N.choose k : ℤ) * (k : ℤ) ^ N := by
  have h := ryser_formula (Matrix.of fun _ _ : Fin N => (1 : ℤ))
  have hp : (Matrix.of fun _ _ : Fin N => (1 : ℤ)).permanent = N.factorial := by
    simp [Matrix.permanent, Fintype.card_perm]
  rw [hp] at h
  rw [h, Fintype.card_fin]
  congr 1
  -- group the column subsets by their size
  have h2 : ∑ S ∈ (univ : Finset (Fin N)).powerset, (-1 : ℤ) ^ S.card * (S.card : ℤ) ^ N
      = ∑ k ∈ range ((univ : Finset (Fin N)).card + 1),
          ((univ : Finset (Fin N)).card.choose k) • ((-1 : ℤ) ^ k * (k : ℤ) ^ N) :=
    Finset.sum_powerset_apply_card (fun k => (-1 : ℤ) ^ k * (k : ℤ) ^ N)
  rw [Finset.powerset_univ, Finset.card_univ, Fintype.card_fin] at h2
  calc _ = ∑ S : Finset (Fin N), (-1 : ℤ) ^ S.card * (S.card : ℤ) ^ N :=
        Finset.sum_congr rfl fun S _ => by simp
    _ = _ := h2
    _ = _ := Finset.sum_congr rfl fun k _ => by
        simp only [nsmul_eq_mul]
        ring

end RyserPermanent
```

The labels are now `Fin N`, the numbers from 0 to N − 1, and the identity is stated in the integers so that the signs make sense. The statement `hp` evaluates the permanent, and `Finset.sum_powerset_apply_card` groups the subsets by size. The closing `calc` block joins the row-sum evaluation to that grouping.

```lean
#print axioms RyserPermanent.ryser_formula
-- 'RyserPermanent.ryser_formula' depends on axioms: [propext, Classical.choice, Quot.sound]
#print axioms RyserPermanent.ryser_formula_deleted
-- 'RyserPermanent.ryser_formula_deleted' depends on axioms: [propext, Classical.choice, Quot.sound]
#print axioms RyserPermanent.symmetrizedProduct_eq_condensates
-- 'RyserPermanent.symmetrizedProduct_eq_condensates' depends on axioms: [propext, Classical.choice, Quot.sound]
#print axioms RyserPermanent.factorial_eq_alternating_sum
-- 'RyserPermanent.factorial_eq_alternating_sum' depends on axioms: [propext, Classical.choice, Quot.sound]
```
